# The radial core of the Araki–Sucher distribution: the cutoff limit for C¹ profiles of bounded support

## A logarithmic divergence at coalescence

Effective Hamiltonians for light atoms contain, beyond the Breit–Pauli level, an operator that behaves as $1/r^3$, where $r$ is the distance between two particles: two electrons in the leading QED correction, an electron and the nucleus in the recoil correction. The expectation value of $1/r^3$ itself diverges whenever the probability density for the two particles to coincide is not zero. Let $f(r)$ be the probability density of the relative coordinate, averaged over directions at distance $r$. The volume element is $4\pi r^2\,dr$, so the part of the expectation value outside a sphere of radius $a>0$ is $4\pi I(a)$ with

$$I(a)=\int_a^\infty \frac{f(r)}{r}\,dr .$$

Near the origin the integrand is close to $f(0)/r$, and $I(a)$ grows like $-f(0)\ln a$. The Araki–Sucher prescription cancels this growth by a contact term. With $\theta$ the step function, $\delta^3$ the three-dimensional delta function and $\gamma$ Euler's constant, it takes the limit $a\to0^+$ of the expectation value of $\theta(r-a)/r^3+4\pi\,\delta^3(\mathbf r)(\gamma+\ln a)$. In radial form this expectation value is $4\pi\,[R(a)+\gamma f(0)]$, where

$$R(a)=I(a)+f(0)\ln a .$$

All dependence on the cutoff sits in $R(a)$. The factor $4\pi$, the constant $\gamma f(0)$ and the angular average are set aside from here on, and the object of study is the one-dimensional limit of $R(a)$.

## The limit and its companions

Call $f$ a profile if it is continuously differentiable on $[0,\infty)$, with a one-sided derivative at the origin, and vanishes for $r>L$ for some $L>0$. The main result is that for every profile

$$\lim_{a\to0^+}R(a)=C,\qquad C=-\int_0^\infty f'(r)\ln r\,dr .$$

The number $C$ is called the radial core here. The one-sided derivative permits $f'(0)\neq0$, the radial form of a Coulomb cusp at coalescence. Bounded support is an idealisation, since bound-state densities only decay, and a more general theorem replaces it by three conditions: $f'\ln r$ is integrable on $(0,\infty)$, $f/r$ is integrable on $(a,\infty)$ for every $a>0$, and $f(r)\ln r\to0$ as $r\to\infty$. Two further statements hold for profiles. If $f(0)>0$ then $I(a)\to+\infty$. For $k>0$ the regularized integral of $r\mapsto f(kr)$ tends to $C-f(0)\ln k$.

For a real, spherically averaged density that meets these conditions, the formula replaces a limit in which two divergent terms cancel by a single convergent integral with a logarithmic weight.

## Integration by parts against $\ln r$

For $r>0$ the product rule gives

$$\frac{d}{dr}\big[f(r)\ln r\big]=f'(r)\ln r+\frac{f(r)}{r}.$$

Integrate from $a$ to infinity. The two terms on the right are separately integrable on $(a,\infty)$: in the general theorem this is assumed, and for a profile both are continuous on $[a,\infty)$ and vanish beyond $L$. The upper boundary value is zero because $f\ln r\to0$, which for a profile holds since $f$ vanishes beyond $L$. Hence

$$I(a)=-f(a)\ln a-\int_a^\infty f'(r)\ln r\,dr ,$$

and adding the contact term,

$$R(a)=\big(f(0)-f(a)\big)\ln a-\int_a^\infty f'(r)\ln r\,dr .$$

The first term is a product of a difference quotient and $a\ln a$:

$$\big(f(0)-f(a)\big)\ln a=-\frac{f(a)-f(0)}{a}\;a\ln a\;\longrightarrow\;-f'(0)\cdot0=0 .$$

For the second term put $g=f'\ln r$. On $[0,L]$ the continuous function $f'$ is bounded and $\ln r$ is integrable, since $\int_0^1|\ln r|\,dr=1$; beyond $L$ the function $f$ is identically zero, so $f'=0$ there. Thus $g$ is integrable on $(0,\infty)$. Write $\int_a^\infty g\,dr=\int_0^\infty\theta(r-a)\,g(r)\,dr$. The integrand is bounded in absolute value by $|g|$, and at each fixed $r>0$ it equals $g(r)$ once $a<r$. Dominated convergence gives $\int_a^\infty g\,dr\to\int_0^\infty g\,dr$, and therefore $R(a)\to0-\int_0^\infty g\,dr=C$.

The divergence of the bare integral follows from $I(a)=R(a)+f(0)(-\ln a)$, in which the first term converges and the second tends to $+\infty$ when $f(0)>0$. For the rescaled function substitute $s=kr$, under which $dr/r=ds/s$:

$$\int_a^\infty\frac{f(kr)}{r}\,dr+f(0)\ln a=I(ka)+f(0)\ln(ka)-f(0)\ln k=R(ka)-f(0)\ln k .$$

Since $ka\to0^+$ together with $a$, the limit is $C-f(0)\ln k$.

## The profile $(1-r)^2$

Take $f(r)=(1-r)^2$ for $r\le1$ and $f(r)=0$ for $r>1$. Then $f(0)=1$, and $f'(r)=-2(1-r)$ on $[0,1]$ joins continuously to zero at $r=1$. For $0<a<1$,

$$I(a)=\int_a^1\Big(\frac1r-2+r\Big)dr=-\ln a-2(1-a)+\frac{1-a^2}{2},\qquad R(a)=-\frac32+2a-\frac{a^2}{2}.$$

From $\int_0^1\ln r\,dr=-1$ and $\int_0^1 r\ln r\,dr=-\tfrac14$ the core is $C=2\int_0^1(1-r)\ln r\,dr=2(-1+\tfrac14)=-\tfrac32$, which matches $R(0^+)$. At $a=0.1$ one finds $I\approx0.998$ and $R=-1.305$; at $a=0.01$, $I\approx3.125$ and $R\approx-1.480$. With $k=2$ the limit becomes $-\tfrac32-\ln2\approx-2.193$. This profile is a mathematical example and not the density of an atomic bound state: it has bounded support and is not normalised, since $4\pi\int_0^1 r^2f\,dr=2\pi/15$. These numbers illustrate the theorems and are not among the statements in the Lean file.

## How the Lean objects encode the radial problem

Both $f$ and $f'$ are functions `ℝ → ℝ`, so the density is real and lengths are pure numbers in a fixed unit. That choice gives $\ln a$ its meaning, and `regularized_tendsto_rescaled` quantifies the dependence on it; the rescaled function there is $f(kr)$ without the factor $k^3$ that would keep a three-dimensional density normalised. The definitions `cutoffIntegral f a`, `regularized f a` and `core f'` are $I(a)$, $R(a)$ and $C$, with `Ioi a` the interval $(a,\infty)$ and `Ici 0` the half-line $[0,\infty)$.

The structure `IsProfile f f'` has three fields. The field `hasDeriv` says that `f' r` is the derivative of $f$ within $[0,\infty)$ at every $r\ge0$, which is one-sided at the origin and two-sided elsewhere. The field `cont` makes $f'$ continuous on the half-line, and `vanish` supplies $L$. Neither positivity nor normalisation of $f$ is required, and values at negative $r$ play no part. These regularity conditions are assumed; nothing derives them from a Schrödinger equation.

The conclusion of `regularized_tendsto_core`, `Tendsto (regularized f) (𝓝[>] 0) (𝓝 (core f'))`, reads: $R(a)\to C$ as $a\to0$ through positive values. The theorem `regularized_tendsto_of_decay` reaches the same conclusion from differentiability `hd`, the integrability hypotheses `h1` and `h2`, and the decay `hinf`, without continuity of $f'$. Lean assigns the value zero to the integral of a non-integrable function, and `IsProfile.integrable` shows that for a profile the integrals in $C$ and in $I(a)$, $a>0$, are true integrals. No rate of convergence is stated, and the divergence theorem treats only $f(0)>0$.

## The Lean file

```lean
import Mathlib

open MeasureTheory Set Filter Topology Real

namespace ArakiSucherCore

noncomputable section

/-- The radial integral of `f(r)/r` outside a sphere of radius `a`. -/
def cutoffIntegral (f : ℝ → ℝ) (a : ℝ) : ℝ := ∫ r in Ioi a, f r / r

/-- The cutoff integral together with the logarithmic contact term `f(0) ln a`. -/
def regularized (f : ℝ → ℝ) (a : ℝ) : ℝ := cutoffIntegral f a + f 0 * log a

/-- The radial core: minus the integral of `f'(r) ln r` over `r > 0`. -/
def core (f' : ℝ → ℝ) : ℝ := -∫ r in Ioi (0 : ℝ), f' r * log r

/-- A radial profile: `f` is continuously differentiable on `[0, ∞)` with derivative `f'`
(one-sided at the origin) and vanishes beyond some radius `L > 0`. -/
structure IsProfile (f f' : ℝ → ℝ) : Prop where
  hasDeriv : ∀ r, 0 ≤ r → HasDerivWithinAt f (f' r) (Ici 0) r
  cont : ContinuousOn f' (Ici 0)
  vanish : ∃ L, 0 < L ∧ ∀ r, L < r → f r = 0

/-- For a function integrable over `r > 0`, the integral outside radius `a` tends to the
full radial integral as `a` decreases to zero. -/
theorem tendsto_tail {g : ℝ → ℝ} (hg : IntegrableOn g (Ioi 0)) :
    Tendsto (fun a => ∫ r in Ioi a, g r) (𝓝[>] 0) (𝓝 (∫ r in Ioi (0 : ℝ), g r)) := by
  have h : Tendsto (fun a : ℝ => ∫ r in Ioi (0 : ℝ), (Ioi a).indicator g r) (𝓝[>] 0)
      (𝓝 (∫ r in Ioi (0 : ℝ), g r)) := by
    -- dominated convergence with bound |g|
    refine tendsto_integral_filter_of_dominated_convergence (fun r => ‖g r‖) ?_ ?_ hg.norm ?_
    · exact Eventually.of_forall fun a =>
        hg.aestronglyMeasurable.indicator measurableSet_Ioi
    · exact Eventually.of_forall fun a =>
        Eventually.of_forall fun r => norm_indicator_le_norm_self _ _
    · filter_upwards [ae_restrict_mem measurableSet_Ioi] with r hr
      refine tendsto_const_nhds.congr' ?_
      filter_upwards [nhdsWithin_le_nhds (Iio_mem_nhds (show (0 : ℝ) < r from hr))] with a ha
      exact (indicator_of_mem (show r ∈ Ioi a from ha) g).symm
  refine h.congr' ?_
  filter_upwards [self_mem_nhdsWithin] with a ha
  have ha' : (0 : ℝ) < a := ha
  rw [setIntegral_indicator measurableSet_Ioi, inter_eq_right.mpr (Ioi_subset_Ioi ha'.le)]

/-- Integration by parts outside radius `a > 0`: if `f` has derivative `f'` on `[a, ∞)`, `f'(r) ln
r` and `f(r)/r` are integrable over `r > a`, and `f(r) ln r` vanishes at infinity, the cutoff
integral equals `-f(a) ln a` minus the integral of `f'(r) ln r` over `r > a`. -/
theorem cutoffIntegral_by_parts {f f' : ℝ → ℝ} {a : ℝ} (ha : 0 < a)
    (hd : ∀ r, a ≤ r → HasDerivAt f (f' r) r)
    (h1 : IntegrableOn (fun r => f' r * log r) (Ioi a))
    (h2 : IntegrableOn (fun r => f r / r) (Ioi a))
    (hinf : Tendsto (fun r => f r * log r) atTop (𝓝 0)) :
    cutoffIntegral f a = -(f a * log a) - ∫ r in Ioi a, f' r * log r := by
  have hD : ∀ r ∈ Ici a,
      HasDerivAt (fun r => f r * log r) (f' r * log r + f r / r) r := by
    intro r hr
    have hr0 : 0 < r := lt_of_lt_of_le ha hr
    rw [div_eq_mul_inv]
    exact (hd r hr).fun_mul (Real.hasDerivAt_log hr0.ne')
  have hI : ∫ r in Ioi a, (f' r * log r + f r / r) = 0 - f a * log a :=
    integral_Ioi_of_hasDerivAt_of_tendsto' hD (h1.add h2) hinf
  have hS : ∫ r in Ioi a, (f' r * log r + f r / r)
      = (∫ r in Ioi a, f' r * log r) + ∫ r in Ioi a, f r / r := integral_add h1 h2
  unfold cutoffIntegral
  linarith

/-- If `f` has a one-sided derivative at the origin, the boundary term
`(f(0) - f(a)) ln a` tends to zero as `a` decreases to zero. -/
theorem boundary_term_tendsto {f : ℝ → ℝ} {d : ℝ} (h : HasDerivWithinAt f d (Ici 0) 0) :
    Tendsto (fun a => (f 0 - f a) * log a) (𝓝[>] 0) (𝓝 0) := by
  have hs : Tendsto (slope f 0) (𝓝[>] 0) (𝓝 d) :=
    (hasDerivWithinAt_iff_tendsto_slope' (by simp)).mp (h.mono Ioi_subset_Ici_self)
  have hl : Tendsto (fun a : ℝ => a * log a) (𝓝[>] 0) (𝓝 0) := by
    have h0 := Real.continuous_mul_log.tendsto 0
    simp only [zero_mul] at h0
    exact h0.mono_left nhdsWithin_le_nhds
  -- the term is minus the slope times a ln a
  have hp := (hs.mul hl).neg
  rw [mul_zero, neg_zero] at hp
  refine hp.congr' ?_
  filter_upwards [self_mem_nhdsWithin] with a ha
  have ha' : a ≠ 0 := ne_of_gt ha
  rw [slope_def_field, sub_zero, ← mul_assoc, div_mul_cancel₀ _ ha']
  ring

/-- For `f` differentiable on `[0, ∞)` with `f' ln r` integrable over `r > 0`, `f/r` integrable
outside every sphere and `f ln r` vanishing at infinity, the regularized integral tends to
the core as the cutoff radius decreases to zero. -/
theorem regularized_tendsto_of_decay {f f' : ℝ → ℝ}
    (hd : ∀ r, 0 ≤ r → HasDerivWithinAt f (f' r) (Ici 0) r)
    (h1 : IntegrableOn (fun r => f' r * log r) (Ioi 0))
    (h2 : ∀ a, 0 < a → IntegrableOn (fun r => f r / r) (Ioi a))
    (hinf : Tendsto (fun r => f r * log r) atTop (𝓝 0)) :
    Tendsto (regularized f) (𝓝[>] 0) (𝓝 (core f')) := by
  have h := (boundary_term_tendsto (hd 0 le_rfl)).sub (tendsto_tail h1)
  rw [zero_sub] at h
  refine h.congr' ?_
  filter_upwards [self_mem_nhdsWithin] with a ha
  have ha' : (0 : ℝ) < a := ha
  have hd' : ∀ r, a ≤ r → HasDerivAt f (f' r) r := fun r hr =>
    (hd r (ha'.le.trans hr)).hasDerivAt (Ici_mem_nhds (ha'.trans_le hr))
  rw [regularized, cutoffIntegral_by_parts ha' hd'
    (h1.mono_set (Ioi_subset_Ioi ha'.le)) (h2 a ha') hinf]
  ring

/-- For a radial profile, `f'(r) ln r` is integrable over `r > 0` and `f(r)/r` is integrable
outside every sphere of positive radius. -/
theorem IsProfile.integrable {f f' : ℝ → ℝ} (h : IsProfile f f') :
    IntegrableOn (fun r => f' r * log r) (Ioi 0) ∧
      ∀ a, 0 < a → IntegrableOn (fun r => f r / r) (Ioi a) := by
  obtain ⟨L, hL, hz⟩ := h.vanish
  have glue : ∀ (g : ℝ → ℝ) (a b : ℝ), a ≤ b → IntegrableOn g (Ioc a b) →
      (∀ r, b < r → g r = 0) → IntegrableOn g (Ioi a) := by
    intro g a b hab hg h0
    rw [← Ioc_union_Ioi_eq_Ioi hab]
    exact hg.union (integrableOn_zero.congr_fun (fun r hr => (h0 r hr).symm) measurableSet_Ioi)
  constructor
  · -- the logarithm is integrable at the origin and f' is continuous there
    have hc : ContinuousOn f' (uIcc 0 L) := by
      rw [uIcc_of_le hL.le]
      exact h.cont.mono Icc_subset_Ici_self
    refine glue _ 0 L hL.le
      (intervalIntegral.intervalIntegrable_log'.continuousOn_mul hc).1 fun r hr => ?_
    have hr0 : 0 < r := hL.trans hr
    have e : f =ᶠ[𝓝 r] fun _ => (0 : ℝ) := by
      filter_upwards [Ioi_mem_nhds hr] with s hs using hz s hs
    have d0 : f' r = 0 := ((h.hasDeriv r hr0.le).hasDerivAt (Ici_mem_nhds hr0)).unique
      ((hasDerivAt_const r (0 : ℝ)).congr_of_eventuallyEq e)
    simp [d0]
  · intro a ha
    have hf : ContinuousOn f (Ici 0) := fun r hr => (h.hasDeriv r hr).continuousWithinAt
    have hc : ContinuousOn (fun r => f r / r) (Icc a (max a L)) :=
      (hf.mono fun r hr => ha.le.trans hr.1).div continuousOn_id
        fun r hr => (ha.trans_le hr.1).ne'
    refine glue _ a (max a L) (le_max_left _ _)
      (hc.integrableOn_Icc.mono_set Ioc_subset_Icc_self) fun r hr => ?_
    simp [hz r ((le_max_right a L).trans_lt hr)]

/-- Radial core of the Araki-Sucher distribution: for a radial profile, the integral of
`f(r)/r` over `r > a` plus `f(0) ln a` tends to minus the integral of `f'(r) ln r` over
`r > 0` as `a` decreases to zero. -/
theorem regularized_tendsto_core {f f' : ℝ → ℝ} (h : IsProfile f f') :
    Tendsto (regularized f) (𝓝[>] 0) (𝓝 (core f')) := by
  obtain ⟨L, -, hz⟩ := h.vanish
  refine regularized_tendsto_of_decay h.hasDeriv h.integrable.1 h.integrable.2 ?_
  refine tendsto_const_nhds.congr' ?_
  filter_upwards [eventually_gt_atTop L] with r hr
  simp [hz r hr]

/-- For a radial profile with `f(0) > 0`, the cutoff integral alone tends to `+∞` as the
cutoff radius decreases to zero. -/
theorem cutoffIntegral_diverges {f f' : ℝ → ℝ} (h : IsProfile f f') (h0 : 0 < f 0) :
    Tendsto (cutoffIntegral f) (𝓝[>] 0) atTop := by
  have hl : Tendsto (fun a : ℝ => f 0 * -log a) (𝓝[>] 0) atTop :=
    Tendsto.const_mul_atTop h0 (tendsto_neg_atBot_atTop.comp Real.tendsto_log_nhdsGT_zero)
  refine ((regularized_tendsto_core h).add_atTop hl).congr fun a => ?_
  unfold regularized
  ring

/-- Change of length scale: for a radial profile `f` and `k > 0`, as the cutoff radius decreases to
zero the regularized integral of `r ↦ f(k r)` tends to the core of `f` minus `f(0) ln k`. -/
theorem regularized_tendsto_rescaled {f f' : ℝ → ℝ} (h : IsProfile f f') {k : ℝ}
    (hk : 0 < k) :
    Tendsto (regularized fun r => f (k * r)) (𝓝[>] 0) (𝓝 (core f' - f 0 * log k)) := by
  have hm : Tendsto (fun a : ℝ => k * a) (𝓝[>] 0) (𝓝[>] 0) := by
    refine tendsto_nhdsWithin_iff.mpr ⟨?_, ?_⟩
    · have hc : Continuous fun a : ℝ => k * a := continuous_const.mul continuous_id
      have h0 := hc.tendsto 0
      simp only [mul_zero] at h0
      exact h0.mono_left nhdsWithin_le_nhds
    · filter_upwards [self_mem_nhdsWithin] with a ha using mul_pos hk ha
  refine (((regularized_tendsto_core h).comp hm).sub_const (f 0 * log k)).congr' ?_
  filter_upwards [self_mem_nhdsWithin] with a ha
  have ha' : (0 : ℝ) < a := ha
  have e : ∀ x : ℝ, f (k * x) / x = k * (f (k * x) / (k * x)) := fun x => by
    rw [← mul_div_assoc, mul_div_mul_left _ _ hk.ne']
  -- the measure dr / r is scale invariant
  have hs : ∫ x in Ioi a, f (k * x) / (k * x) = k⁻¹ • ∫ s in Ioi (k * a), f s / s :=
    integral_comp_mul_left_Ioi (fun s => f s / s) a hk
  have hc : ∫ x in Ioi a, f (k * x) / x = ∫ s in Ioi (k * a), f s / s := by
    calc ∫ x in Ioi a, f (k * x) / x = ∫ x in Ioi a, k * (f (k * x) / (k * x)) :=
          integral_congr_ae (Eventually.of_forall e)
      _ = ∫ s in Ioi (k * a), f s / s := by
          rw [integral_const_mul, hs, smul_eq_mul, mul_inv_cancel_left₀ hk.ne']
  simp only [Function.comp, regularized, cutoffIntegral, hc, mul_zero,
    Real.log_mul hk.ne' ha'.ne']
  ring

/-- The smooth step `r ↦ smoothTransition (1 - r)` is a radial profile with value one at the
origin. -/
theorem isProfile_witness :
    IsProfile (fun r => smoothTransition (1 - r)) (deriv fun r => smoothTransition (1 - r)) ∧
      smoothTransition (1 - 0) = 1 := by
  have h0 : ContDiff ℝ 1 smoothTransition := by
    exact_mod_cast (Real.smoothTransition.contDiff (n := 1))
  have h : ContDiff ℝ 1 fun r : ℝ => smoothTransition (1 - r) :=
    h0.comp (contDiff_const.sub contDiff_id)
  refine ⟨⟨fun r _ => ?_, (h.continuous_deriv le_rfl).continuousOn, 1, one_pos,
    fun r hr => Real.smoothTransition.zero_of_nonpos (by linarith)⟩,
    Real.smoothTransition.one_of_one_le (by norm_num)⟩
  exact (h.differentiable (by norm_num) r).hasDerivAt.hasDerivWithinAt

end

end ArakiSucherCore
```

```lean
#print axioms ArakiSucherCore.regularized_tendsto_core
#print axioms ArakiSucherCore.cutoffIntegral_diverges
#print axioms ArakiSucherCore.regularized_tendsto_rescaled
```

```
'ArakiSucherCore.regularized_tendsto_core' depends on axioms: [propext, Classical.choice, Quot.sound]
'ArakiSucherCore.cutoffIntegral_diverges' depends on axioms: [propext, Classical.choice, Quot.sound]
'ArakiSucherCore.regularized_tendsto_rescaled' depends on axioms: [propext, Classical.choice, Quot.sound]
```

## Tail, parts and boundary term

The theorem `tendsto_tail` is the dominated-convergence step for any `g` integrable on $(0,\infty)$. The factor $\theta(r-a)$ appears as `(Ioi a).indicator g`, the bound is `‖g r‖`, and the three goals left by `tendsto_integral_filter_of_dominated_convergence` are measurability, the bound, and pointwise convergence, the last because the indicator equals `g r` once $a<r$. The closing rewrite turns the integral of the indicator over $(0,\infty)$ back into the integral over $(a,\infty)$.

In `cutoffIntegral_by_parts`, `hD` is the product rule for $f\ln r$, `hI` is the fundamental theorem of calculus on $(a,\infty)$ with limit zero at infinity, and `hS` splits the integral of the sum, which uses both integrability hypotheses. Then `linarith` solves for $I(a)$.

In `boundary_term_tendsto`, `hs` states that the difference quotient `slope f 0` tends to the one-sided derivative `d`, and `hl` obtains $a\ln a\to0$ from the continuity of that function at the origin. Their negated product `hp` tends to zero and agrees with $(f(0)-f(a))\ln a$ for $a>0$ after $a$ is cancelled.

## Assembling the limit

The theorem `regularized_tendsto_of_decay` subtracts the tail limit from the boundary limit, which gives a function tending to $C$, and identifies that function with $R(a)$ for $a>0$. There `hd'` promotes the derivative within the half-line to an ordinary derivative at $r\ge a$, so that integration by parts applies, and `ring` checks the rearrangement.

The theorem `IsProfile.integrable` uses the auxiliary statement `glue`: a function integrable on $(a,b]$ and zero beyond $b$ is integrable on $(a,\infty)$. For $f'\ln r$ the finite interval is $(0,L]$, where the integrable logarithm is multiplied by a continuous function, and `d0` deduces $f'=0$ beyond $L$ from uniqueness of the derivative of a locally zero function. For $f/r$ the interval ends at `max a L`, which also covers a cutoff $a$ larger than $L$. The main theorem `regularized_tendsto_core` passes these two facts to the general theorem and obtains the decay from $f\ln r=0$ for $r>L$.

## Divergence, scale and an explicit profile

The theorem `cutoffIntegral_diverges` adds the divergent term `f 0 * -log a` to the convergent $R(a)$ through `add_atTop`. In `regularized_tendsto_rescaled`, `hm` shows that $ka\to0^+$, `hs` and `hc` carry out the substitution $s=kr$, and `Real.log_mul` splits $\ln(ka)$ into $\ln k+\ln a$. Finally `isProfile_witness` uses Mathlib's `smoothTransition`, a smooth function equal to zero for non-positive arguments and to one for arguments at least one. Evaluated at $1-r$ it is a profile with $L=1$ and $f(0)=1$, a case in which $I(a)$ diverges while $R(a)$ converges.
